# The effective ordering potential for an exponentially varying mass

For a particle on a line whose effective mass is exp(kx), with k any real number, `exponential_mass` states that this mass is positive and twice differentiable, and that the potential W defined in the file equals k²(α + γ + 2αγ)/(4 exp(kx)) for all real α, γ and x. The names `VonRoosOrdering` and `orderingPotential` point to the ordering of mass and momentum in the kinetic energy, but no operator occurs here: W is given outright by a formula in m and its first two derivatives, without physical constants. The attempt computes both derivatives, puts them into that formula, replaces the exponential by a nonzero letter `E`, and leaves the remaining algebra to `field_simp` and `ring`.

The first attempt, which Lean rejects:

```lean
import Mathlib

namespace VonRoosOrdering

noncomputable section

/-- A position-dependent effective mass: positive and twice differentiable. -/
structure IsMassProfile (m : ℝ → ℝ) : Prop where
  pos : ∀ x, 0 < m x
  diff : Differentiable ℝ m
  diff2 : Differentiable ℝ (deriv m)

/-- The effective potential `W` produced by the operator ordering. -/
def orderingPotential (α γ : ℝ) (m : ℝ → ℝ) (x : ℝ) : ℝ :=
  -(α + γ) * deriv (deriv m) x / (4 * m x ^ 2)
    + (α + γ + α * γ) * deriv m x ^ 2 / (2 * m x ^ 3)

/-- The mass `exp(kx)` is an admissible profile, with
`W = k² (α + γ + 2αγ) / (4 exp(kx))`. -/
theorem exponential_mass (k : ℝ) : IsMassProfile (fun x => Real.exp (k * x)) ∧
    ∀ α γ x : ℝ, orderingPotential α γ (fun x => Real.exp (k * x)) x
      = k ^ 2 * (α + γ + 2 * α * γ) / (4 * Real.exp (k * x)) := by
  have hd : ∀ y, HasDerivAt (fun x => Real.exp (k * x)) (k * Real.exp (k * y)) y :=
    fun y => (((hasDerivAt_id' y).const_mul k).exp).congr_deriv (by ring)
  have d1 : deriv (fun x => Real.exp (k * x)) = fun y => k * Real.exp (k * y) :=
    funext fun y => (hd y).deriv
  have d2 : deriv (fun y => k * Real.exp (k * y)) = fun y => k * (k * Real.exp (k * y)) :=
    funext fun y => ((hd y).const_mul k).deriv
  refine ⟨⟨fun x => Real.exp_pos _, by fun_prop, by rw [d1]; fun_prop⟩, fun α γ x => ?_⟩
  unfold orderingPotential
  rw [d1, d2]
  have hne := (Real.exp_pos (k * x)).ne'
  generalize Real.exp (k * x) = E at hne ⊢
  field_simp
  ring

end

end VonRoosOrdering
```

Messages:

```
Try this:
  [apply] ring_nf
  
  The `ring` tactic failed to close the goal. Use `ring_nf` to obtain a normal form.
    
  Note that `ring` works primarily in *commutative* rings. If you have a noncommutative ring, abelian group or module, consider using `noncomm_ring`, `abel` or `module` instead.
Main.lean:22:64: error: unsolved goals
k : ℝ
hd : ∀ (y : ℝ), HasDerivAt (fun x => Real.exp (k * x)) (k * Real.exp (k * y)) y
d1 : (deriv fun x => Real.exp (k * x)) = fun y => k * Real.exp (k * y)
d2 : (deriv fun y => k * Real.exp (k * y)) = fun y => k * (k * Real.exp (k * y))
α γ x E : ℝ
hne : E ≠ 0
⊢ k ^ 2 * α * γ * E * 4 + k ^ 2 * α * E * 2 + k ^ 2 * γ * E * 2 =
    k ^ 2 * α * γ * Real.exp (k * x) * 4 + k ^ 2 * α * Real.exp (k * x) * 2 + k ^ 2 * γ * Real.exp (k * x) * 2
```

Fix (accepted with no message):

```diff
@@ -30,4 +30,5 @@
   unfold orderingPotential
   rw [d1, d2]
+  beta_reduce
   have hne := (Real.exp_pos (k * x)).ne'
   generalize Real.exp (k * x) = E at hne ⊢
```

Diagnosis. The first message says that `ring` did not close the goal; its suggestion, `ring_nf`, would not help. The error shows what was left: an equation containing both `E` and `Real.exp (k * x)`, which should have been the same quantity. Since `generalize` keeps no equation between them, and `hne` says only that `E` is not zero, the equation can't be proved in general.

The two came apart because, after `unfold` and `rw`, the left side still held functions applied to `x` but not yet evaluated, such as `(fun x => Real.exp (k * x)) x`. In these the exponential at `x` is not written out, so `generalize` missed it and replaced only the one on the right side. The hidden ones came to light later, as `Real.exp (k * x)`.

The added `beta_reduce` evaluates these applications first. Then `generalize` turns every occurrence into `E`, and `field_simp` and `ring` finish the proof.
